# Ordered products of exponentials when the generators' commutators commute with every generator

## An oscillator driven in time slices

A classical force that depends on time but not on position acts on a harmonic oscillator. In the interaction picture the Hamiltonian is a linear combination of $a$ and $a^\dagger$ with time-dependent coefficients. Hamiltonians at different times do not in general commute, but their commutator is a number.

Let the Hamiltonian have the constant value $H_k$ during slice $k$, of duration $\tau$, and put $A_k=-iH_k\tau/\hbar$. The evolution over $n$ slices is

$$L_n=e^{A_{n-1}}\cdots e^{A_1}e^{A_0},$$

with the latest slice on the left. How does it differ from the exponential of the summed generators?

## One extra factor records the order

Write $[x,y]=xy-yx$ and

$$S_n=\sum_{i<n}A_i,\qquad P_n=\sum_{i<j<n}[A_i,A_j].$$

Suppose that the $A_k$ lie in a complete normed complex algebra and that each $[A_i,A_j]$ commutes with each $A_k$. This condition stands for the numerical commutators of a linear drive. Then

$$e^{A_0}e^{A_1}\cdots e^{A_{n-1}}=e^{S_n}e^{P_n/2},\qquad L_n=e^{S_n}e^{-P_n/2}.$$

For generators of this kind, the ordered product thus reduces to two exponentials, with no splitting error for any slice length. Replacing a continuously varying Hamiltonian by constant slices is a separate approximation. The oscillator needs it even while a nonzero force is constant, because the coefficients of $a$ and $a^\dagger$ in the interaction picture still oscillate in time. For bounded Hermitian Hamiltonians, however, the second exponential is 1. A commutator $[x,y]$ that commutes with $x$ has spectral radius zero, and a bounded anti-Hermitian operator with spectral radius zero vanishes, so such Hamiltonians satisfy the condition only if they all commute. In the bounded setting the extra factor therefore matters only for generators that are not all anti-Hermitian.

The oscillator itself needs one further step. Its $a$ and $a^\dagger$ are unbounded, and no elements of a nonzero normed algebra satisfy $[a,a^\dagger]=1$. Carrying the formula over to them requires an argument about operator domains.

## The statement in Lean

The algebra is `𝔸`, and `exp` is its exponential power series. The generators form an infinite sequence `A : ℕ → 𝔸`, of which `CentralCommutators A n` constrains only the first $n$ members. "Central" here means commuting with these generators, not with the whole algebra. Nothing requires the generators to be anti-Hermitian.

`comm` is the commutator and `pairSum A n` is $P_n$. The name `orderedExp` denotes the product with the **earliest** slice on the left, opposite to the textbook time-ordering convention; `latestLeftExp` is the physical product $L_n$. The theorems `orderedExp_eq` and `latestLeftExp_eq` are the two formulas above. At $n=0$ both products are 1.

## Moving an exponential past a generator

Let $C=[S,B]$ commute with $S$, and for complex $t$ define

$$F(t)=e^{-tS}(B+tC)e^{tS}.$$

Its derivative is

$$F'(t)=e^{-tS}\bigl(-[S,B]-t[S,C]+C\bigr)e^{tS}=0.$$

Hence $F(1)=F(0)=B$, and multiplication by $e^S$ from the left gives

$$e^SB=(B+C)e^S.$$

## Adding one slice

Now let $C$ commute with $B$ as well, and define

$$G(t)=e^{-t(S+B)}e^{tS}e^{tB}e^{-t^2C/2}.$$

Differentiating the first three factors gives

$$e^{-t(S+B)}\bigl(-(S+B)e^{tS}+Se^{tS}+e^{tS}B\bigr)e^{tB}e^{-t^2C/2}.$$

The shift rule for $tS$ reads $e^{tS}B=(B+tC)e^{tS}$, so the bracket equals $tCe^{tS}$. The last factor contributes

$$-t\,e^{-t(S+B)}e^{tS}e^{tB}C\,e^{-t^2C/2}.$$

Since $C$ commutes with $e^{tS}e^{tB}$, the two contributions cancel. So $G(1)=G(0)=1$, which means

$$e^Se^B=e^{S+B}e^{C/2}.$$

If an element $c$ commutes with $S$ and $B$, it also commutes with $C$, and therefore

$$e^Se^{c/2}e^B=e^Se^Be^{c/2}=e^{S+B}e^{(c+C)/2}.$$

Take $S=S_n$, $c=P_n$ and $B=A_n$. Because

$$[S_n,A_n]=\sum_{i<n}[A_i,A_n],\qquad P_{n+1}=P_n+[S_n,A_n],$$

this is the induction step from $n$ to $n+1$ slices. The induction starts at $n=0$, where both sides are 1.

## Reversing the order

The product $e^{-A_0}\cdots e^{-A_{n-1}}$ undoes $L_n$ slice by slice. Changing the sign of every generator leaves the commutators unchanged, so this product equals $e^{-S_n}e^{P_n/2}$. Its inverse is

$$L_n=e^{-P_n/2}e^{S_n}=e^{S_n}e^{-P_n/2},$$

because $P_n$ commutes with $S_n$.

## Closed loops and two-component drives

If $S_n=0$, the earliest-left product is $e^{P_n/2}$: the generators sum to zero, but the ordering factor remains. This is `closed_loop`.

For $A_k=u_kX+v_kY$ with complex $u_k,v_k$, expanding the commutator gives

$$[A_i,A_j]=(u_iv_j-v_iu_j)[X,Y].$$

If $[X,Y]$ commutes with $X$ and $Y$, the exponent $P_n/2$ becomes

$$\frac12\sum_{i<j<n}(u_iv_j-v_iu_j)\,[X,Y].$$

This is `linear_drive`, again for the earliest-left product. For real coefficients, the number multiplying $[X,Y]$ is the signed area enclosed by the path with steps $(u_k,v_k)$ and the straight line back to its start.

A concrete noncommuting example is the matrix sequence `heisenberg`, named after the Heisenberg algebra and not the Heisenberg picture. Its members are not anti-Hermitian, so it illustrates the algebra and not the unitary evolution of a quantum system. The commutator of members $i$ and $j$ has the single possibly nonzero entry $j-i$, in the upper right corner, and it commutes with every member.

## The complete Lean file

```lean
import Mathlib

open NormedSpace Finset

namespace TimeOrderedExponential

noncomputable section

/-- The commutator `[x, y] = x y - y x`. -/
def comm {R : Type*} [Ring R] (x y : R) : R := x * y - y * x

/-- The commutators of the first `n` generators commute with each of these generators. -/
def CentralCommutators {R : Type*} [Ring R] (A : ℕ → R) (n : ℕ) : Prop :=
  ∀ i < n, ∀ j < n, ∀ k < n, Commute (comm (A i) (A j)) (A k)

/-- The sum of `[A i, A j]` over all pairs `i < j < n`. -/
def pairSum {R : Type*} [Ring R] (A : ℕ → R) (n : ℕ) : R :=
  ∑ j ∈ range n, ∑ i ∈ range j, comm (A i) (A j)

variable {𝔸 : Type*} [NormedRing 𝔸] [NormedAlgebra ℂ 𝔸] [CompleteSpace 𝔸]

/-- The ordered product `exp (A 0) exp (A 1) ⋯ exp (A (n-1))`. -/
def orderedExp (A : ℕ → 𝔸) : ℕ → 𝔸
  | 0 => 1
  | n + 1 => orderedExp A n * exp (A n)

/-- The product `exp (A (n-1)) ⋯ exp (A 1) exp (A 0)`, with the latest slice leftmost. -/
def latestLeftExp (A : ℕ → 𝔸) : ℕ → 𝔸
  | 0 => 1
  | n + 1 => exp (A n) * latestLeftExp A n

/-- The exponentials of `x` and `-x` are inverse to each other. -/
private theorem exp_mul_exp_neg (x : 𝔸) : exp x * exp (-x) = 1 := by
  let : NormedAlgebra ℚ 𝔸 := NormedAlgebra.restrictScalars ℚ ℂ 𝔸
  rw [← exp_add_of_commute (Commute.refl x).neg_right, add_neg_cancel, exp_zero]

/-- If `[S, B]` commutes with `S`, moving `exp S` past `B` shifts `B` by `[S, B]`. -/
theorem exp_shift (S B : 𝔸) (hS : Commute (comm S B) S) :
    exp S * B = (B + comm S B) * exp S := by
  have alg : ∀ X Y D : 𝔸, comm S B = S * D - D * S →
      (X * (-S) * D + X * comm S B) * Y + X * D * (S * Y) = 0 := by
    intro X Y D h
    have e : (X * (-S) * D + X * comm S B) * Y + X * D * (S * Y)
        = X * (comm S B - (S * D - D * S)) * Y := by noncomm_ring
    rw [e, ← h, sub_self, mul_zero, zero_mul]
  -- the conjugated, shifted operator does not depend on the parameter
  have hd : ∀ t : ℂ, HasDerivAt
      (fun u : ℂ => exp (u • (-S)) * (B + u • comm S B) * exp (u • S)) 0 t := by
    intro t
    have h2 : HasDerivAt (fun u : ℂ => B + u • comm S B) (comm S B) t :=
      (((hasDerivAt_id' t).smul_const (comm S B)).const_add B).congr_deriv (one_smul ℂ _)
    refine (((hasDerivAt_exp_smul_const (-S) t).fun_mul h2).fun_mul
      (hasDerivAt_exp_smul_const' S t)).congr_deriv (alg _ _ _ ?_)
    have hC : comm S B = S * B - B * S := rfl
    simp only [mul_add, add_mul, mul_smul_comm, smul_mul_assoc, hS.eq]
    linear_combination (norm := module) hC
  have h := is_const_of_deriv_eq_zero (fun t => (hd t).differentiableAt)
    (fun t => (hd t).deriv) 1 0
  simp only [one_smul, zero_smul, exp_zero, one_mul, mul_one, add_zero] at h
  calc exp S * B = exp S * (exp (-S) * (B + comm S B) * exp S) := by rw [h]
    _ = (exp S * exp (-S)) * ((B + comm S B) * exp S) := by simp only [mul_assoc]
    _ = _ := by rw [exp_mul_exp_neg, one_mul]

/-- One more slice `B` is absorbed into the accumulated generator `S` and commutator term `c`,
if `[S, B]` and `c` both commute with `S` and `B`. -/
theorem append_slice (S B c : 𝔸) (hS : Commute (comm S B) S) (hB : Commute (comm S B) B)
    (hcS : Commute c S) (hcB : Commute c B) :
    exp S * exp ((1 / 2 : ℂ) • c) * exp B
      = exp (S + B) * exp ((1 / 2 : ℂ) • (c + comm S B)) := by
  let : NormedAlgebra ℚ 𝔸 := NormedAlgebra.restrictScalars ℚ ℂ 𝔸
  obtain ⟨K, hK⟩ : ∃ K, K = (-(1 / 2) : ℂ) • comm S B := ⟨_, rfl⟩
  have alg : ∀ W P Q R T : 𝔸, P * B = (B + T) * P → T * (P * Q) = P * Q * T →
      ((W * (-(S + B)) * P + W * (S * P)) * Q + W * P * (B * Q)) * R
        + W * P * Q * (-T * R) = 0 := by
    intro W P Q R T h1 h2
    have e : ((W * (-(S + B)) * P + W * (S * P)) * Q + W * P * (B * Q)) * R
        + W * P * Q * (-T * R)
        = W * (P * B - (B + T) * P) * Q * R + W * (T * (P * Q) - P * Q * T) * R := by
      noncomm_ring
    rw [e, h1, h2]
    simp only [sub_self, mul_zero, zero_mul, add_zero]
  -- for `c = 0`, the ratio of the two sides is constant along the scaling `S, B ↦ t S, t B`
  have hd : ∀ t : ℂ, HasDerivAt (fun u : ℂ =>
      exp (u • (-(S + B))) * exp (u • S) * exp (u • B) * exp (u ^ 2 • K)) 0 t := by
    intro t
    have hq : HasDerivAt (fun u : ℂ => u ^ 2) (2 * t) t := by
      simpa using hasDerivAt_pow 2 t
    have h4 : HasDerivAt (fun u : ℂ => exp (u ^ 2 • K))
        (-(t • comm S B) * exp (t ^ 2 • K)) t := by
      refine ((hasDerivAt_exp_smul_const' K (t ^ 2)).scomp t hq).congr_deriv ?_
      rw [← smul_mul_assoc, ← neg_smul]
      congr 1
      rw [hK, smul_smul, show 2 * t * (-(1 / 2)) = -t by ring]
    refine ((((hasDerivAt_exp_smul_const (-(S + B)) t).fun_mul
      (hasDerivAt_exp_smul_const' S t)).fun_mul
      (hasDerivAt_exp_smul_const' B t)).fun_mul h4).congr_deriv (alg _ _ _ _ _ ?_ ?_)
    · have hc : comm (t • S) B = t • comm S B := by
        simp only [comm, smul_mul_assoc, mul_smul_comm, smul_sub]
      have h := exp_shift (t • S) B (by
        rw [hc]; exact (hS.smul_left t).smul_right t)
      rwa [hc] at h
    · exact (((hS.smul_left t).smul_right t).exp_right.mul_right
        ((hB.smul_left t).smul_right t).exp_right).eq
  have h := is_const_of_deriv_eq_zero (fun t => (hd t).differentiableAt)
    (fun t => (hd t).deriv) 1 0
  simp only [one_smul, zero_smul, exp_zero, mul_one, one_pow, ne_eq,
    OfNat.ofNat_ne_zero, not_false_eq_true, zero_pow] at h
  have core : exp S * exp B = exp (S + B) * exp (-K) := by
    calc exp S * exp B
        = (exp (S + B) * exp (-(S + B))) * (exp S * exp B) * (exp K * exp (-K)) := by
          rw [exp_mul_exp_neg, exp_mul_exp_neg, one_mul, mul_one]
      _ = exp (S + B) * (exp (-(S + B)) * exp S * exp B * exp K) * exp (-K) := by
          simp only [mul_assoc]
      _ = _ := by rw [h, mul_one]
  have hcC : Commute (comm S B) c :=
    ((hcS.mul_right hcB).sub_right (hcB.mul_right hcS)).symm
  rw [mul_assoc, (hcB.smul_left (1 / 2 : ℂ)).exp.eq, ← mul_assoc, core, hK, neg_smul,
    neg_neg, mul_assoc, ← exp_add_of_commute ((hcC.smul_left _).smul_right _),
    ← smul_add, add_comm (comm S B) c]

/-- The summed commutators commute with whatever each single commutator commutes with. -/
private theorem pairSum_commute {R : Type*} [Ring R] {A : ℕ → R} {m : ℕ} {x : R}
    (hx : ∀ i < m, ∀ j < m, Commute (comm (A i) (A j)) x) : Commute (pairSum A m) x :=
  Commute.sum_left _ _ _ fun j hj => Commute.sum_left _ _ _ fun i hi =>
    hx i ((mem_range.1 hi).trans (mem_range.1 hj)) j (mem_range.1 hj)

/-- If the commutators of the generators commute with all generators, the ordered product of
exponentials is `exp (∑ A i)` times the exponential of half the sum of `[A i, A j]`, `i < j`. -/
theorem orderedExp_eq (A : ℕ → 𝔸) (n : ℕ) (h : CentralCommutators A n) :
    orderedExp A n = exp (∑ i ∈ range n, A i) * exp ((1 / 2 : ℂ) • pairSum A n) := by
  induction n with
  | zero => simp [orderedExp, pairSum]
  | succ n ih =>
    have hc : comm (∑ i ∈ range n, A i) (A n) = ∑ i ∈ range n, comm (A i) (A n) := by
      simp only [comm, sum_mul, mul_sum, sum_sub_distrib]
    have hk : ∀ k < n + 1, Commute (comm (∑ i ∈ range n, A i) (A n)) (A k) := by
      intro k hk
      rw [hc]
      exact Commute.sum_left _ _ _ fun i hi =>
        h i ((mem_range.1 hi).trans n.lt_succ_self) n n.lt_succ_self k hk
    have hp : ∀ k < n + 1, Commute (pairSum A n) (A k) := fun k hk =>
      pairSum_commute fun i hi j hj => h i (by omega) j (by omega) k hk
    have hs : pairSum A (n + 1) = pairSum A n + ∑ i ∈ range n, comm (A i) (A n) :=
      sum_range_succ _ _
    -- absorb the last slice into the formula for the first `n`
    rw [show orderedExp A (n + 1) = orderedExp A n * exp (A n) from rfl,
      ih fun i hi j hj k hk => h i (by omega) j (by omega) k (by omega),
      append_slice _ _ _
        (Commute.sum_right _ _ _ fun k hi => hk k ((mem_range.1 hi).trans n.lt_succ_self))
        (hk n n.lt_succ_self)
        (Commute.sum_right _ _ _ fun k hi => hp k ((mem_range.1 hi).trans n.lt_succ_self))
        (hp n n.lt_succ_self), hc, hs, sum_range_succ]

/-- If the commutators of the generators commute with all generators, the product with the latest
slice leftmost is `exp (∑ A i)` times the exponential of minus half the sum of `[A i, A j]`,
`i < j`. -/
theorem latestLeftExp_eq (A : ℕ → 𝔸) (n : ℕ) (h : CentralCommutators A n) :
    latestLeftExp A n = exp (∑ i ∈ range n, A i) * exp (-((1 / 2 : ℂ) • pairSum A n)) := by
  have hneg : ∀ i j, comm (-A i) (-A j) = comm (A i) (A j) := by
    intro i j
    simp only [comm, neg_mul_neg]
  -- undoing the slices one by one inverts the product
  have hinv : ∀ m, latestLeftExp A m * orderedExp (fun i => -A i) m = 1 := by
    intro m
    induction m with
    | zero => simp [latestLeftExp, orderedExp]
    | succ m ih =>
      calc exp (A m) * latestLeftExp A m * (orderedExp (fun i => -A i) m * exp (-A m))
          = exp (A m) * (latestLeftExp A m * orderedExp (fun i => -A i) m) * exp (-A m) := by
            simp only [mul_assoc]
        _ = 1 := by rw [ih, mul_one, exp_mul_exp_neg]
  have ho := orderedExp_eq (fun i => -A i) n fun i hi j hj k hk => by
    rw [hneg]; exact (h i hi j hj k hk).neg_right
  have hP : pairSum (fun i => -A i) n = pairSum A n := by simp only [pairSum, hneg]
  rw [hP, sum_neg_distrib] at ho
  have hcomm : Commute (pairSum A n) (∑ i ∈ range n, A i) :=
    Commute.sum_right _ _ _ fun k hk =>
      pairSum_commute fun i hi j hj => h i hi j hj k (mem_range.1 hk)
  have hr : orderedExp (fun i => -A i) n *
      (exp (-((1 / 2 : ℂ) • pairSum A n)) * exp (∑ i ∈ range n, A i)) = 1 := by
    have e := exp_mul_exp_neg (-(∑ i ∈ range n, A i))
    rw [neg_neg] at e
    rw [ho, mul_assoc, ← mul_assoc (exp ((1 / 2 : ℂ) • pairSum A n)), exp_mul_exp_neg,
      one_mul, e]
  rw [left_inv_eq_right_inv (hinv n) hr]
  exact (hcomm.smul_left (1 / 2 : ℂ)).neg_left.exp.eq

/-- For a drive `u k X + v k Y` with `[X, Y]` commuting with `X` and `Y`, the commutator exponent
is `[X, Y] / 2` times the sum of `u i v j - v i u j` over `i < j`. -/
theorem linear_drive (X Y : 𝔸) (u v : ℕ → ℂ) (n : ℕ)
    (hX : Commute (comm X Y) X) (hY : Commute (comm X Y) Y) :
    orderedExp (fun k => u k • X + v k • Y) n
      = exp ((∑ k ∈ range n, u k) • X + (∑ k ∈ range n, v k) • Y) *
        exp ((1 / 2 : ℂ) •
          (∑ j ∈ range n, ∑ i ∈ range j, (u i * v j - v i * u j)) • comm X Y) := by
  have hc : ∀ i j, comm (u i • X + v i • Y) (u j • X + v j • Y)
      = (u i * v j - v i * u j) • comm X Y := by
    intro i j
    simp only [comm, mul_add, add_mul, smul_mul_smul_comm]
    module
  rw [orderedExp_eq _ n fun i _ j _ k _ => by
    rw [hc]
    exact ((hX.smul_right _).add_right (hY.smul_right _)).smul_left _]
  simp only [pairSum, hc, sum_add_distrib, sum_smul]

/-- If the generators add up to zero and their commutators commute with all of them, the ordered
product is the exponential of half the summed commutators. -/
theorem closed_loop (A : ℕ → 𝔸) (n : ℕ) (h : CentralCommutators A n)
    (h0 : ∑ i ∈ range n, A i = 0) :
    orderedExp A n = exp ((1 / 2 : ℂ) • pairSum A n) := by
  rw [orderedExp_eq A n h, h0, exp_zero, one_mul]

/-- A sequence of strictly upper triangular 3 × 3 matrices. -/
def heisenberg (k : ℕ) : Matrix (Fin 3) (Fin 3) ℂ := !![0, 1, 0; 0, 0, (k : ℂ); 0, 0, 0]

/-- The matrices `heisenberg k` have commutators that commute with all of them, and the first
two do not commute with each other. -/
theorem heisenberg_witness (n : ℕ) :
    CentralCommutators heisenberg n ∧ comm (heisenberg 0) (heisenberg 1) ≠ 0 := by
  constructor
  · intro i _ j _ k _
    change comm (heisenberg i) (heisenberg j) * heisenberg k
      = heisenberg k * comm (heisenberg i) (heisenberg j)
    ext a b
    fin_cases a <;> fin_cases b <;>
      simp [comm, heisenberg, Matrix.mul_apply, Fin.sum_univ_succ]
  · intro h
    have h02 := congrFun (congrFun h 0) 2
    simp [comm, heisenberg] at h02

end

end TimeOrderedExponential
```

```lean
#print axioms TimeOrderedExponential.orderedExp_eq
#print axioms TimeOrderedExponential.latestLeftExp_eq
#print axioms TimeOrderedExponential.linear_drive
#print axioms TimeOrderedExponential.closed_loop
```

```
'TimeOrderedExponential.orderedExp_eq' depends on axioms: [propext, Classical.choice, Quot.sound]
'TimeOrderedExponential.latestLeftExp_eq' depends on axioms: [propext, Classical.choice, Quot.sound]
'TimeOrderedExponential.linear_drive' depends on axioms: [propext, Classical.choice, Quot.sound]
'TimeOrderedExponential.closed_loop' depends on axioms: [propext, Classical.choice, Quot.sound]
```

## Constant functions and induction in the proof

`exp_shift` is the argument with $F$. The auxiliary identity `alg` collects the terms of the derivative, `hd` states that the derivative is zero, and `is_const_of_deriv_eq_zero` compares the values at 1 and 0.

`append_slice` treats $G$ in the same way, with `K` equal to $-C/2$. Its `h4` is the chain rule for the quadratic exponent, and `exp_shift` supplies the cancellation. The intermediate result `core` is the two-exponential formula; the closing rewrite moves $e^{c/2}$ past $e^B$ and merges the commutator factors.

In `orderedExp_eq`, `hc` expands $[S_n,A_n]$ and `hs` splits $P_{n+1}$. The lemma `pairSum_commute` helps to provide the commutation conditions that `append_slice` needs.

For `latestLeftExp_eq`, `hinv` cancels the slices in turn and so shows that $L_n$ is a left inverse of $e^{-A_0}\cdots e^{-A_{n-1}}$, while `hr` exhibits $e^{-P_n/2}e^{S_n}$ as a right inverse of the same product. `left_inv_eq_right_inv` identifies the two inverses.

`linear_drive` and `closed_loop` substitute their special data into `orderedExp_eq`. `heisenberg_witness` checks the commutation relation entry by entry and reads off the upper right entry of the first commutator to show that it is nonzero.
